# In a single-mode model of the electron gas, the plasmon zero-point energy is split equally between potential and kinetic parts as k → 0

A simulation of a metal in a periodic cell contains only density waves that fit into the cell. The longest waves are missing, and in a metal these are plasmons, which carry a zero-point energy of about half the plasma frequency each, in atomic units. To correct the potential and the kinetic energy separately, one needs to know how much of this energy is missing from each.

For a model in which each wave vector, of length $k$, has one collective mode of frequency $w$, with no particle-hole continuum, the potential and kinetic parts of the mode energy sum to $w/2$ at every $k>0$. Two constants that do not depend on the density fluctuations are left out: the one that would remove the electrons' self-interaction from the potential part, and one in the kinetic part. Each tends to $w_p/4$ as $k\to0^+$, where $w_p$ is the plasma frequency. This bears on finite-size corrections for metals only as far as that model describes the long waves.

## The quantities of one density mode

```lean
import Mathlib

open Filter Topology

namespace PlasmonEnergySharing

noncomputable section
```

This loads the mathematical library Mathlib and the notation for limits.

```lean
/-- Free-particle energy `e = k²/2` at wave number `k`, in atomic units. -/
def kin (k : ℝ) : ℝ := k ^ 2 / 2
```

`kin k` is the free-particle energy $e=k^2/2$. Atomic units are used throughout, and $e$ is always this energy, never the charge. The annotation `(k : ℝ)` says that $k$ is a real number, so the wave vector enters only through its length.

```lean
/-- Coulomb interaction `v = 4π/k²` at wave number `k ≠ 0`. -/
def coul (k : ℝ) : ℝ := 4 * Real.pi / k ^ 2
```

`coul k` is the Coulomb interaction $v=4\pi/k^2$ in three dimensions. Lean assigns the value 0 to a division by zero, so `coul 0` has no physical meaning; the theorems keep to $k>0$.

```lean
/-- Plasma frequency `wp = √(4πn)` at density `n ≥ 0`. -/
def plasmaFreq (n : ℝ) : ℝ := Real.sqrt (4 * Real.pi * n)
```

For electron density $n$, the plasma frequency is $w_p=\sqrt{4\pi n}$.

```lean
/-- Frequency `w = √(e(e + 2nv))` of the single mode, for `n ≥ 0` and `k ≠ 0`. -/
def modeFreq (n k : ℝ) : ℝ := Real.sqrt (kin k * (kin k + 2 * n * coul k))
```

The mode frequency is $w=\sqrt{e(e+2nv)}$. It is postulated here, not derived from the many-electron Hamiltonian, and the Fermi velocity does not enter it.

```lean
/-- Structure factor `S = e/w` of the single mode, for `n ≥ 0` and `k ≠ 0`. -/
def structureFactor (n k : ℝ) : ℝ := kin k / modeFreq n k
```

The structure factor $S=e/w$ measures the strength of the density fluctuations at $k$. Physically, this relation says that a single excitation exhausts the f-sum rule, $wS=e$.

```lean
/-- Potential part `nvs/2` of the mode energy at structure factor `s`, for `k ≠ 0`. -/
def potentialPart (n k s : ℝ) : ℝ := n * coul k * s / 2
```

For an arbitrary structure factor $s$, the potential part is $nvs/2$. This includes the constant self-interaction $nv/2$ of the electrons; subtracting it would replace $s$ by $s-1$.

```lean
/-- Kinetic part `(e/4)(s + 1/s)` of the mode energy at structure factor `s ≠ 0`. -/
def kineticPart (k s : ℝ) : ℝ := kin k / 4 * (s + 1 / s)
```

The kinetic part is $\frac e4\left(s+\frac1s\right)$, also postulated. It stands for the electrons' kinetic energy in this mode, without the constant $-e/2$ that would make it vanish at $s=1$, the value for statistically uncorrelated positions. Free electrons are not such a case at small $k$, since exchange alone lowers their structure factor below 1. The term in $1/s$ is the cost of suppressing density fluctuations. Since $s$ is a free argument in both parts, $S$ can later be compared with other trial values.

```lean
/-- Gaussian `exp(-x²/(2S))` in the mode coordinate `x`, for `n ≥ 0` and `k ≠ 0`. -/
def gaussianMode (n k x : ℝ) : ℝ := Real.exp (-x ^ 2 / (2 * structureFactor n k))
```

`gaussianMode n k x` is $\psi(x)=e^{-x^2/(2S)}$, with $x$ the amplitude of the mode. The normalised function is $(\pi S)^{-1/4}\psi(x)$.

## The Coulomb singularity gives a finite frequency

```lean
/-- For `n > 0` and `k > 0` the mode frequency is positive and its square is
`e(e + 2nv)`. -/
theorem modeFreq_pos_and_sq {n k : ℝ} (hn : 0 < n) (hk : 0 < k) :
    0 < modeFreq n k ∧ modeFreq n k ^ 2 = kin k * (kin k + 2 * n * coul k) := by
  have h : 0 < kin k * (kin k + 2 * n * coul k) := by
    unfold kin coul
    positivity
  exact ⟨Real.sqrt_pos.mpr h, Real.sq_sqrt h.le⟩
```

A theorem lists its hypotheses before the colon and its claim after it. Here `hn` and `hk` name the assumptions $n>0$ and $k>0$, and `∧` means "and". The claim is that $w>0$ and $w^2=e(e+2nv)$.

Both follow because the expression under the root is positive. The tactic `positivity` establishes this from the signs of the factors.

```lean
/-- Plasmon dispersion: for `n > 0` and `k > 0`, `wp² = 2nev` and `w² = wp² + e²`. -/
theorem dispersion {n k : ℝ} (hn : 0 < n) (hk : 0 < k) :
    plasmaFreq n ^ 2 = 2 * n * (kin k * coul k) ∧
      modeFreq n k ^ 2 = plasmaFreq n ^ 2 + kin k ^ 2 := by
  -- the Coulomb singularity cancels the factor k² of the kinetic energy
  have hc : k ^ 2 * (4 * Real.pi / k ^ 2) = 4 * Real.pi := by field_simp
  have hp : plasmaFreq n ^ 2 = 2 * n * (kin k * coul k) := by
    unfold plasmaFreq kin coul
    rw [Real.sq_sqrt (by positivity)]
    linear_combination (-n) * hc
  refine ⟨hp, ?_⟩
  rw [(modeFreq_pos_and_sq hn hk).2, hp]
  ring
```

The claim is $w_p^2=2nev$ and $w^2=w_p^2+e^2$. By hand,
$$ev=\frac{k^2}{2}\,\frac{4\pi}{k^2}=2\pi,\qquad 2nev=4\pi n=w_p^2,$$
$$w^2=e^2+2nev=e^2+w_p^2.$$

In the proof, `hc` is the cancellation of $k^2$. The tactic `linear_combination` then checks that the goal follows from a stated multiple of `hc` by algebra.

## Both parts at the structure factor S

```lean
/-- For `n > 0` and `k > 0`, at the structure factor `S` the potential part is `wp²/(4w)`
and the kinetic part is `w/4 + e²/(4w)`. -/
theorem parts_closed_form {n k : ℝ} (hn : 0 < n) (hk : 0 < k) :
    potentialPart n k (structureFactor n k) = plasmaFreq n ^ 2 / (4 * modeFreq n k) ∧
      kineticPart k (structureFactor n k) =
        modeFreq n k / 4 + kin k ^ 2 / (4 * modeFreq n k) := by
  have he : kin k ≠ 0 := by
    unfold kin
    positivity
  constructor
  · rw [(dispersion hn hk).1]
    unfold potentialPart structureFactor
    ring
  · have h1 : kin k * (modeFreq n k / kin k) = modeFreq n k := by field_simp
    unfold kineticPart structureFactor
    rw [one_div_div]
    linear_combination h1 / 4
```

Inserting $s=S=e/w$ gives
$$\frac{nvS}{2}=\frac{nev}{2w}=\frac{2nev}{4w}=\frac{w_p^2}{4w},$$
$$\frac e4\left(\frac ew+\frac we\right)=\frac{e^2}{4w}+\frac w4 .$$

The two bullets in the proof treat these two lines. The first uses the dispersion theorem; the second uses $e\cdot(w/e)=w$, which is `h1`.

```lean
/-- For `n > 0` and `k > 0`, at the structure factor `S`, the kinetic part exceeds the potential
part by `eS/2`. -/
theorem kinetic_excess {n k : ℝ} (hn : 0 < n) (hk : 0 < k) :
    kineticPart k (structureFactor n k) - potentialPart n k (structureFactor n k) =
      kin k * structureFactor n k / 2 := by
  have hw := (modeFreq_pos_and_sq hn hk).1.ne'
  have h : (plasmaFreq n ^ 2 + kin k ^ 2) / (4 * modeFreq n k) = modeFreq n k / 4 := by
    rw [← (dispersion hn hk).2]
    field_simp
  rw [(parts_closed_form hn hk).1, (parts_closed_form hn hk).2]
  unfold structureFactor
  linear_combination -h
```

At finite $k$ the sharing is unequal. The dispersion gives $w/4=(w_p^2+e^2)/(4w)$, which is the step `h`, so the kinetic part minus the potential part is
$$\frac{w_p^2+e^2}{4w}+\frac{e^2}{4w}-\frac{w_p^2}{4w}=\frac{e^2}{2w}=\frac{eS}{2}.$$

This excess is positive for every $k>0$.

## Equal shares in the long-wave limit

```lean
/-- Equal sharing of the plasmon energy: at density `n > 0` the potential and kinetic parts at the
structure factor `S` sum to `w/2` for every `k > 0`, and each tends to `wp/4` as `k → 0+`. -/
theorem plasmon_energy_shared_equally {n : ℝ} (hn : 0 < n) :
    (∀ k : ℝ, 0 < k → potentialPart n k (structureFactor n k) +
        kineticPart k (structureFactor n k) = modeFreq n k / 2) ∧
      Tendsto (fun k => potentialPart n k (structureFactor n k)) (𝓝[>] 0)
        (𝓝 (plasmaFreq n / 4)) ∧
      Tendsto (fun k => kineticPart k (structureFactor n k)) (𝓝[>] 0)
        (𝓝 (plasmaFreq n / 4)) := by
  have hsum : ∀ k : ℝ, 0 < k → potentialPart n k (structureFactor n k) +
      kineticPart k (structureFactor n k) = modeFreq n k / 2 := by
    intro k hk
    have hw := (modeFreq_pos_and_sq hn hk).1.ne'
    have h : (plasmaFreq n ^ 2 + kin k ^ 2) / (4 * modeFreq n k) = modeFreq n k / 4 := by
      rw [← (dispersion hn hk).2]
      field_simp
    rw [(parts_closed_form hn hk).1, (parts_closed_form hn hk).2]
    linear_combination h
  have hp : 0 < plasmaFreq n := Real.sqrt_pos.mpr (by positivity)
  -- the mode frequency tends to the plasma frequency
  have hw : Tendsto (fun k => modeFreq n k) (𝓝[>] 0) (𝓝 (plasmaFreq n)) := by
    have hc : Continuous (fun k : ℝ => Real.sqrt (plasmaFreq n ^ 2 + kin k ^ 2)) := by
      unfold kin
      fun_prop
    have h : Tendsto (fun k : ℝ => Real.sqrt (plasmaFreq n ^ 2 + kin k ^ 2)) (𝓝 0)
        (𝓝 (Real.sqrt (plasmaFreq n ^ 2 + kin 0 ^ 2))) := hc.tendsto 0
    have h0 : Real.sqrt (plasmaFreq n ^ 2 + kin 0 ^ 2) = plasmaFreq n := by
      rw [show plasmaFreq n ^ 2 + kin 0 ^ 2 = plasmaFreq n ^ 2 by simp [kin],
        Real.sqrt_sq hp.le]
    rw [h0] at h
    refine (h.mono_left nhdsWithin_le_nhds).congr' ?_
    filter_upwards [self_mem_nhdsWithin] with k hk
    rw [← (dispersion hn hk).2, Real.sqrt_sq (modeFreq_pos_and_sq hn hk).1.le]
  have hV : Tendsto (fun k => potentialPart n k (structureFactor n k)) (𝓝[>] 0)
      (𝓝 (plasmaFreq n / 4)) := by
    have h : Tendsto (fun k => plasmaFreq n ^ 2 / (4 * modeFreq n k)) (𝓝[>] 0)
        (𝓝 (plasmaFreq n ^ 2 / (4 * plasmaFreq n))) :=
      tendsto_const_nhds.div (hw.const_mul 4) (by positivity)
    have h0 : plasmaFreq n ^ 2 / (4 * plasmaFreq n) = plasmaFreq n / 4 := by field_simp
    rw [h0] at h
    refine h.congr' ?_
    filter_upwards [self_mem_nhdsWithin] with k hk
    exact (parts_closed_form hn hk).1.symm
  refine ⟨hsum, hV, ?_⟩
  -- the kinetic part is what remains of w/2
  have h := (hw.div_const 2).sub hV
  rw [show plasmaFreq n / 2 - plasmaFreq n / 4 = plasmaFreq n / 4 by ring] at h
  refine h.congr' ?_
  filter_upwards [self_mem_nhdsWithin] with k hk
  linear_combination -(hsum k hk)
```

The statement has three parts: the sum rule for all $k>0$, and one limit for each energy part. `Tendsto f (𝓝[>] 0) (𝓝 a)` reads "$f(k)\to a$ as $k\to0$ from above".

The sum follows from the closed forms:
$$\frac{w_p^2}{4w}+\frac{e^2}{4w}+\frac w4=\frac{w^2}{4w}+\frac w4=\frac w2 .$$

For the limits, $e\to0$ gives $w=\sqrt{w_p^2+e^2}\to w_p$. Therefore
$$\frac{w_p^2}{4w}\to\frac{w_p^2}{4w_p}=\frac{w_p}{4},\qquad \frac w2-\frac{w_p^2}{4w}\to\frac{w_p}{2}-\frac{w_p}{4}=\frac{w_p}{4}.$$

Lean follows the same route. The original formula for $w$ contains $v$, which is singular at $k=0$, so continuity is applied to $\sqrt{w_p^2+e^2}$ instead. The lines with `congr'` and `filter_upwards` carry the limit over to $w$, because the two expressions agree for $k>0$. The kinetic limit is then obtained by subtraction, as above.

A numerical instance with round values is $n=4/\pi$ and $k=\sqrt6$. Then $w_p=4$, $e=3$, $w=\sqrt{16+9}=5$, $S=3/5$ and $nv=8/3$. The parts are
$$\frac12\cdot\frac83\cdot\frac35=0.8,\qquad \frac34\left(\frac35+\frac53\right)=1.7 .$$
They sum to $2.5=w/2$ and differ by $0.9=eS/2$. At the same density, both tend to $w_p/4=1$ as $k\to0^+$.

## S minimises the mode energy

```lean
/-- Variational principle: for `n > 0`, `k > 0` and any trial structure factor `s > 0` the
mode energy is at least `w/2`, with equality exactly when `s = S`. -/
theorem energy_minimum {n k s : ℝ} (hn : 0 < n) (hk : 0 < k) (hs : 0 < s) :
    modeFreq n k / 2 ≤ potentialPart n k s + kineticPart k s ∧
      (potentialPart n k s + kineticPart k s = modeFreq n k / 2 ↔
        s = structureFactor n k) := by
  obtain ⟨hw, hsq⟩ := modeFreq_pos_and_sq hn hk
  have he : 0 < kin k := by
    unfold kin
    positivity
  -- complete the square in the trial structure factor
  have key : potentialPart n k s + kineticPart k s =
      modeFreq n k / 2 + (modeFreq n k * s - kin k) ^ 2 / (4 * kin k * s) := by
    have h : (modeFreq n k * s - kin k) ^ 2 =
        kin k * ((kin k + 2 * n * coul k) * s ^ 2 - 2 * modeFreq n k * s + kin k) := by
      linear_combination s ^ 2 * hsq
    rw [h]
    unfold potentialPart kineticPart
    field_simp
    ring
  have hd : 4 * kin k * s ≠ 0 := by positivity
  rw [key]
  refine ⟨le_add_of_nonneg_right (by positivity), ?_⟩
  unfold structureFactor
  rw [add_eq_left, div_eq_zero_iff, or_iff_left hd, sq_eq_zero_iff, sub_eq_zero,
    eq_div_iff hw.ne', mul_comm]
```

For any trial value $s>0$, the total energy is at least $w/2$. The symbol `↔` means "if and only if": equality holds exactly when $s=S$. Given the two energy parts, the structure factor therefore follows from minimisation.

By hand, use $e+2nv=w^2/e$ and complete the square:
$$\frac{nvs}{2}+\frac e4\left(s+\frac1s\right)=\frac{(e+2nv)s}{4}+\frac{e}{4s}=\frac{w^2s^2+e^2}{4es}=\frac w2+\frac{(ws-e)^2}{4es}.$$

The last term is non-negative and vanishes only for $s=e/w$. This identity is `key` in the proof, and the final rewriting turns a vanishing square into $s=S$.

In the numerical instance, $s=1$ gives $2.5+\frac{4}{12}\approx2.83$, which is above the minimum. Without the hypothesis $s>0$ the bound fails: $s=-3/5$ reverses the sign of both parts and gives $-2.5$, which is below $w/2=2.5$.

## The mode as a harmonic oscillator

```lean
/-- For `n > 0` and `k > 0` the Gaussian `ψ = exp(-x²/(2S))` solves the Schrödinger equation
`-(e/2)ψ'' + (e/2 + nv)x²ψ = (w/2)ψ` of the mode oscillator. -/
theorem gaussianMode_schrodinger {n k : ℝ} (hn : 0 < n) (hk : 0 < k) (x : ℝ) :
    -(kin k / 2) * deriv (deriv (gaussianMode n k)) x +
        (kin k / 2 + n * coul k) * x ^ 2 * gaussianMode n k x =
      modeFreq n k / 2 * gaussianMode n k x := by
  have he : kin k ≠ 0 := by
    unfold kin
    positivity
  have h1 : kin k * (structureFactor n k)⁻¹ = modeFreq n k := by
    rw [structureFactor, inv_div]
    field_simp
  have h2 : kin k * (structureFactor n k)⁻¹ * (structureFactor n k)⁻¹ =
      kin k + 2 * n * coul k := by
    rw [h1, structureFactor, inv_div, ← mul_div_assoc, ← pow_two,
      (modeFreq_pos_and_sq hn hk).2, mul_div_cancel_left₀ _ he]
  -- first and second derivative of the Gaussian
  have d1 : ∀ y : ℝ, HasDerivAt (gaussianMode n k)
      (-(y / structureFactor n k) * gaussianMode n k y) y := by
    intro y
    have hy : HasDerivAt (fun z : ℝ => z ^ 2) (2 * y) y := by
      simpa using hasDerivAt_pow 2 y
    refine ((hy.fun_neg.div_const (2 * structureFactor n k)).exp).congr_deriv ?_
    unfold gaussianMode
    ring
  have hd : deriv (gaussianMode n k) =
      fun y => -(y / structureFactor n k) * gaussianMode n k y :=
    funext fun y => (d1 y).deriv
  have d2 := ((hasDerivAt_id' x).div_const (structureFactor n k)).fun_neg.fun_mul (d1 x)
  rw [hd, d2.deriv]
  linear_combination gaussianMode n k x / 2 * h1 - x ^ 2 * gaussianMode n k x / 2 * h2

end

end PlasmonEnergySharing
```

For every real $x$, the Gaussian satisfies
$$-\frac e2\psi''+\left(\frac e2+nv\right)x^2\psi=\frac w2\psi ,$$
so $w/2$ is an energy eigenvalue of this oscillator. In Lean, `deriv (deriv ...)` is the second derivative. The theorem states the eigenvalue equation; it does not state that the level is the lowest one.

Differentiating twice gives
$$\psi'=-\frac xS\psi,\qquad \psi''=\left(\frac{x^2}{S^2}-\frac1S\right)\psi .$$

With $e/S=w$ and $e/S^2=w^2/e=e+2nv$, which are `h1` and `h2`, the derivative term becomes
$$-\frac e2\psi''=\frac w2\psi-\left(\frac e2+nv\right)x^2\psi .$$
The quadratic terms cancel and $\frac w2\psi$ remains. In the proof, `d1` and `d2` are the two derivatives, and the last line combines them with `h1` and `h2`.

The oscillator also shows where the energy parts come from, by a Gaussian average that is done here by hand and not in Lean. In the normalised state $\langle x^2\rangle=S/2$, so the term $nvx^2$ contributes $nvS/2$, the potential part. The derivative term contributes $e/(4S)=w/4$ and the term $ex^2/2$ contributes $eS/4$; together they form the kinetic part. The oscillator's own kinetic energy is thus half of $w/2$ at every $k$, and the electrons' kinetic part exceeds it by $eS/4$, which vanishes for long waves.

```lean
#print axioms PlasmonEnergySharing.kinetic_excess
#print axioms PlasmonEnergySharing.plasmon_energy_shared_equally
#print axioms PlasmonEnergySharing.energy_minimum
#print axioms PlasmonEnergySharing.gaussianMode_schrodinger
```

```
'PlasmonEnergySharing.kinetic_excess' depends on axioms: [propext, Classical.choice, Quot.sound]
'PlasmonEnergySharing.plasmon_energy_shared_equally' depends on axioms: [propext, Classical.choice, Quot.sound]
'PlasmonEnergySharing.energy_minimum' depends on axioms: [propext, Classical.choice, Quot.sound]
'PlasmonEnergySharing.gaussianMode_schrodinger' depends on axioms: [propext, Classical.choice, Quot.sound]
```
